# Ehrenfest's identity and constants of motion for a bounded Hamiltonian

## A two-level system

Take $\hbar = 1$, a real frequency $\omega$, the Pauli matrices $\sigma_x, \sigma_y, \sigma_z$ and $H = \tfrac{\omega}{2}\sigma_z$. The equation $v'(t) = -iHv(t)$ with $v(0) = (1,1)/\sqrt2$ has the solution $v(t) = (e^{-i\omega t/2}, e^{i\omega t/2})/\sqrt2$. Writing $\langle A\rangle = \langle v, Av\rangle$ with the inner product antilinear in its first slot,

$$\langle\sigma_x\rangle = \cos\omega t, \qquad \langle\sigma_y\rangle = \sin\omega t, \qquad \langle\sigma_z\rangle = 0, \qquad \|v\| = 1 .$$

Since $[H,\sigma_x] = i\omega\sigma_y$, we get $i\langle[H,\sigma_x]\rangle = -\omega\sin\omega t$, which is the derivative of $\cos\omega t$. The operators $1$ and $\sigma_z$ commute with $H$, and their expectation values stay fixed.

## The identity

Let $E$ be a complex Hilbert space, $H$ a bounded self-adjoint operator on $E$, and $[H,A] = HA - AH$. Let $v'(t) = -iHv(t)$ at a time $t$, and let $A(s)$ be a family of bounded operators, self-adjoint or not, with derivative $A'$ at $s = t$. Then

$$\frac{d}{ds}\langle v(s), A(s)v(s)\rangle\Big|_{s=t} = \langle v, A'v\rangle + i\langle v, [H,A]v\rangle ,$$

with $v$ and $A$ on the right taken at $t$. For constant $A$ only the commutator term remains, and $\langle v, Av\rangle$ is constant along every solution if and only if $[H,A] = 0$. In particular $\|v\|$ and $\langle v, H^k v\rangle$ are constant for every natural number $k$.

## Where a code relies on it

A code that propagates a wavefunction under a fixed Hermitian matrix in a finite orthonormal basis can monitor norm and energy, because the exact flow of that matrix keeps both constant and any drift must come from time stepping, rounding or a coding error, such as a matrix that is not in fact Hermitian. The same holds for any symmetry operator commuting with the discretised $H$. The converse separates a second source of drift: if discretisation has destroyed the commutation, some initial state changes $\langle A\rangle$ under exact propagation, and a smaller time step does not repair that.

## Derivation

1. The product rule for the vector $A(s)v(s)$ gives $(Av)' = A'v + A(-iHv)$.
2. The product rule for the inner product gives
$$\frac{d}{dt}\langle v, Av\rangle = \langle v, A'v\rangle + \langle v, A(-iHv)\rangle + \langle -iHv, Av\rangle .$$
3. The second term is $-i\langle v, AHv\rangle$ by linearity. In the third, antilinearity turns $-i$ into $+i$, and self-adjointness moves $H$ across: $+i\langle Hv, Av\rangle = +i\langle v, HAv\rangle$. Together they are $i\langle v,[H,A]v\rangle$.
4. If $A$ is constant and $[H,A] = 0$, the derivative vanishes at all times, so $\langle v, Av\rangle$ is constant.
5. For $A = 1$ this makes $\|v\|^2$ constant, and two nonnegative numbers with equal squares are equal. For $A = H^k$, both $HH^k$ and $H^kH$ equal $H^{k+1}$.
6. For bounded $H$ and complex $z$, the series $e^{zH} = \sum_m z^m H^m/m!$ has derivative $He^{zH}$. The chain rule along $z = -it$ shows that $v(t) = e^{-itH}x$ solves the equation for any $x \in E$, and $v(0) = x$.
7. Suppose $\langle v, Av\rangle$ is constant along every solution, and put $C = [H,A]$. Differentiating at $t = 0$ along $e^{-itH}x$ gives $\langle x, Cx\rangle = 0$ for all $x$. Replacing $x$ by $x+y$ gives $\langle x,Cy\rangle + \langle y,Cx\rangle = 0$, and by $x+iy$ gives $i\langle x,Cy\rangle - i\langle y,Cx\rangle = 0$. Hence $\langle x,Cy\rangle = 0$ for all $x, y$, and $C = 0$.

## The Lean file

```lean
import Mathlib

open Complex
open scoped InnerProductSpace

noncomputable section

namespace EhrenfestConstantsOfMotion

variable {E : Type*} [NormedAddCommGroup E] [InnerProductSpace ℂ E] [CompleteSpace E]

/-- The expectation value `⟨x, A x⟩` of a bounded operator `A` in the vector `x`. -/
def expect (A : E →L[ℂ] E) (x : E) : ℂ := ⟪x, A x⟫_ℂ

/-- The commutator `[H, A] = H A - A H`. -/
def comm (H A : E →L[ℂ] E) : E →L[ℂ] E := H * A - A * H

/-- `v` solves the Schrödinger equation `v'(t) = -i H v(t)` at every real time. -/
def Schrodinger (H : E →L[ℂ] E) (v : ℝ → E) : Prop :=
  ∀ t, HasDerivAt v ((-I) • H (v t)) t

/-- The propagator `exp(-i t H)`. -/
def propagator (H : E →L[ℂ] E) (t : ℝ) : E →L[ℂ] E :=
  NormedSpace.exp ((-I * (t : ℂ)) • H)

/-- Ehrenfest theorem for an observable with explicit time dependence: if `H` is self-adjoint,
`v'(t) = -i H v(t)` and `A` has derivative `A'` at `t`, then
`d/dt ⟨v, A v⟩ = ⟨v, A' v⟩ + i ⟨v, [H, A] v⟩` at `t`. -/
theorem ehrenfest_time_dependent {H A' : E →L[ℂ] E} {A : ℝ → E →L[ℂ] E} {v : ℝ → E} {t : ℝ}
    (hH : IsSelfAdjoint H) (hv : HasDerivAt v ((-I) • H (v t)) t) (hA : HasDerivAt A A' t) :
    HasDerivAt (fun s => expect (A s) (v s))
      (expect A' (v t) + I * expect (comm H (A t)) (v t)) t := by
  have hs : ∀ x y : E, ⟪H x, y⟫_ℂ = ⟪x, H y⟫_ℂ := fun x y => hH.isSymmetric x y
  have h1 : HasDerivAt (fun s => (A s).restrictScalars ℝ) (A'.restrictScalars ℝ) t :=
    (ContinuousLinearMap.restrictScalarsL ℂ E E ℝ ℝ).hasFDerivAt.comp_hasDerivAt t hA
  -- product rule for the vector `A(s) v(s)`
  have h2 : HasDerivAt (fun s => A s (v s)) (A' (v t) + A t ((-I) • H (v t))) t :=
    h1.clm_apply hv
  -- product rule for the inner product
  have h3 := HasDerivAt.inner ℂ hv h2
  have hc : comm H (A t) (v t) = H (A t (v t)) - A t (H (v t)) := rfl
  refine HasDerivAt.congr_deriv h3 ?_
  -- the bra contributes `+i H`, moved across by self-adjointness
  simp only [expect, hc, inner_add_right, inner_sub_right, map_smul, inner_smul_right,
    inner_smul_left, hs, map_neg, Complex.conj_I]
  ring

/-- Ehrenfest theorem: for self-adjoint `H`, any bounded `A` and `v'(t) = -i H v(t)`,
the derivative of `⟨v, A v⟩` at `t` is `i ⟨v, [H, A] v⟩`. -/
theorem ehrenfest {H : E →L[ℂ] E} (A : E →L[ℂ] E) {v : ℝ → E} {t : ℝ}
    (hH : IsSelfAdjoint H) (hv : HasDerivAt v ((-I) • H (v t)) t) :
    HasDerivAt (fun s => expect A (v s)) (I * expect (comm H A) (v t)) t := by
  have h := ehrenfest_time_dependent hH hv (hasDerivAt_const t A)
  have h0 : expect (0 : E →L[ℂ] E) (v t) = 0 := by simp [expect]
  rw [h0, zero_add] at h
  exact h

/-- If `[H, A] = 0` with `H` self-adjoint, then `⟨v, A v⟩` takes the same value at all times
along a solution of the Schrödinger equation. -/
theorem expect_const_of_comm_eq_zero {H A : E →L[ℂ] E} {v : ℝ → E}
    (hH : IsSelfAdjoint H) (hv : Schrodinger H v) (hc : comm H A = 0) (s t : ℝ) :
    expect A (v s) = expect A (v t) := by
  have h : ∀ u, HasDerivAt (fun r => expect A (v r)) 0 u := by
    intro u
    have h1 := ehrenfest A hH (hv u)
    have h0 : expect (0 : E →L[ℂ] E) (v u) = 0 := by simp [expect]
    rw [hc, h0, mul_zero] at h1
    exact h1
  exact is_const_of_deriv_eq_zero (fun u => (h u).differentiableAt) (fun u => (h u).deriv) s t

/-- The norm of a solution of the Schrödinger equation with self-adjoint `H` is constant. -/
theorem norm_const {H : E →L[ℂ] E} {v : ℝ → E}
    (hH : IsSelfAdjoint H) (hv : Schrodinger H v) (s t : ℝ) : ‖v s‖ = ‖v t‖ := by
  have hc : comm H 1 = 0 := by simp [comm]
  have h : ⟪v s, v s⟫_ℂ = ⟪v t, v t⟫_ℂ := expect_const_of_comm_eq_zero hH hv hc s t
  rw [inner_self_eq_norm_sq_to_K, inner_self_eq_norm_sq_to_K] at h
  have h2 : ‖v s‖ ^ 2 = ‖v t‖ ^ 2 := by exact_mod_cast h
  exact (sq_eq_sq₀ (norm_nonneg _) (norm_nonneg _)).1 h2

/-- Every energy moment `⟨v, H^k v⟩` is constant along a solution of the Schrödinger equation
with self-adjoint `H`. -/
theorem energy_moment_const {H : E →L[ℂ] E} {v : ℝ → E}
    (hH : IsSelfAdjoint H) (hv : Schrodinger H v) (k : ℕ) (s t : ℝ) :
    expect (H ^ k) (v s) = expect (H ^ k) (v t) := by
  have hc : comm H (H ^ k) = 0 := by
    unfold comm
    rw [← pow_succ', ← pow_succ, sub_self]
  exact expect_const_of_comm_eq_zero hH hv hc s t

/-- For every vector `x`, the curve `t ↦ exp(-i t H) x` solves the Schrödinger equation. -/
theorem schrodinger_propagator (H : E →L[ℂ] E) (x : E) :
    Schrodinger H (fun t => propagator H t x) := by
  intro t
  have h0 : HasDerivAt (fun s : ℝ => (s : ℂ)) 1 t := Complex.ofRealCLM.hasDerivAt
  have hh : HasDerivAt (fun s : ℝ => -I * (s : ℂ)) (-I) t := by
    have h := h0.const_mul (-I)
    rw [mul_one] at h
    exact h
  -- complex derivative of `z ↦ exp(z H) x`
  have hg : HasDerivAt (fun z : ℂ => NormedSpace.exp (z • H) x)
      (H (NormedSpace.exp ((-I * (t : ℂ)) • H) x)) (-I * (t : ℂ)) := by
    have h := (hasDerivAt_exp_smul_const' H (-I * (t : ℂ))).clm_apply
      (hasDerivAt_const (-I * (t : ℂ)) x)
    rw [map_zero, add_zero] at h
    exact h
  -- chain rule along `z = -i s`
  exact HasDerivAt.scomp (h := fun s : ℝ => -I * (s : ℂ)) t hg hh

/-- For self-adjoint `H`, the expectation value of `A` is constant along every solution of the
Schrödinger equation if and only if `[H, A] = 0`. -/
theorem conserved_iff_comm_eq_zero {H : E →L[ℂ] E} (A : E →L[ℂ] E) (hH : IsSelfAdjoint H) :
    (∀ v : ℝ → E, Schrodinger H v → ∀ s t, expect A (v s) = expect A (v t)) ↔
      comm H A = 0 := by
  refine ⟨fun h => ?_, fun hc v hv => expect_const_of_comm_eq_zero hH hv hc⟩
  -- differentiate at time zero along the solution through `x`
  have key : ∀ x : E, expect (comm H A) x = 0 := by
    intro x
    have hv := schrodinger_propagator H x
    have h1 := ehrenfest A hH (hv 0)
    have h2 : HasDerivAt (fun s => expect A (propagator H s x)) 0 0 := by
      have e : (fun s => expect A (propagator H s x))
          = fun _ => expect A (propagator H 0 x) := funext fun s => h _ hv s 0
      rw [e]
      exact hasDerivAt_const _ _
    have h3 : I * expect (comm H A) (propagator H 0 x) = 0 := h1.unique h2
    have h4 : propagator H 0 x = x := by simp [propagator]
    rw [h4] at h3
    exact (mul_eq_zero.1 h3).resolve_left Complex.I_ne_zero
  -- over `ℂ` an operator with vanishing quadratic form is zero
  have hz : ((comm H A : E →L[ℂ] E) : E →ₗ[ℂ] E) = 0 :=
    (inner_map_self_eq_zero _).1 fun x => inner_eq_zero_symm.1 (key x)
  ext x
  exact LinearMap.congr_fun hz x

/-- A complex square matrix as an operator on `ℂⁿ` with the standard inner product. -/
def op {n : Type*} [Fintype n] [DecidableEq n] (M : Matrix n n ℂ) :
    EuclideanSpace ℂ n →L[ℂ] EuclideanSpace ℂ n :=
  Matrix.toEuclideanCLM (n := n) (𝕜 := ℂ) M

/-- Ehrenfest theorem for matrices: for Hermitian `H`, any `A` and `v' = -i H v`, the derivative
of `⟨v, A v⟩` is `i ⟨v, (H A - A H) v⟩`, and the norm of `v` and the energy `⟨v, H v⟩` are
constant. -/
theorem ehrenfest_matrix {n : Type*} [Fintype n] [DecidableEq n] {H : Matrix n n ℂ}
    (A : Matrix n n ℂ) {v : ℝ → EuclideanSpace ℂ n} (hH : H.IsHermitian)
    (hv : Schrodinger (op H) v) :
    (∀ t, HasDerivAt (fun s => expect (op A) (v s)) (I * expect (op (H * A - A * H)) (v t)) t) ∧
      (∀ s t, ‖v s‖ = ‖v t‖) ∧ (∀ s t, expect (op H) (v s) = expect (op H) (v t)) := by
  have hstar : star H = H := hH
  have hsa : IsSelfAdjoint (op H) := by
    show star (op H) = op H
    unfold op
    rw [← map_star, hstar]
  have hc : op (H * A - A * H) = comm (op H) (op A) := by
    unfold op comm
    rw [map_sub, map_mul, map_mul]
  refine ⟨fun t => ?_, norm_const hsa hv, fun s t => ?_⟩
  · rw [hc]
    exact ehrenfest (op A) hsa (hv t)
  · have h := energy_moment_const hsa hv 1 s t
    rwa [pow_one] at h

end EhrenfestConstantsOfMotion
```

```lean
#print axioms EhrenfestConstantsOfMotion.conserved_iff_comm_eq_zero
#print axioms EhrenfestConstantsOfMotion.ehrenfest_matrix
```

```
'EhrenfestConstantsOfMotion.conserved_iff_comm_eq_zero' depends on axioms: [propext, Classical.choice, Quot.sound]
'EhrenfestConstantsOfMotion.ehrenfest_matrix' depends on axioms: [propext, Classical.choice, Quot.sound]
```

## The statements in words

Operators are `E →L[ℂ] E`, continuous and hence bounded linear maps, and Mathlib's inner product is antilinear in the first slot, as above. `expect A x` is the complex number $\langle x, Ax\rangle$ without normalisation. For $v \neq 0$ the physical expectation value is $\langle v, Av\rangle/\|v\|^2$; along a solution the denominator is constant, so the rate formula is simply divided by it. `comm H A` is $HA - AH$, which fixes the sign $+i$. `Schrodinger H v` demands $v'(t) = -iHv(t)$ at every real $t$ for one fixed $H$, and `propagator H t` is $e^{-itH}$.

`ehrenfest_time_dependent` and `ehrenfest` are pointwise: they assume the equation at the single time $t$ and give the derivative there, with `HasDerivAt A A' t` taken in operator norm. The conservation theorems assume `Schrodinger H v` and equate values at any two times `s` and `t`. `schrodinger_propagator` needs no self-adjointness. `conserved_iff_comm_eq_zero` quantifies over all solutions, and constancy along a single trajectory gives only $\langle v(t), [H,A]v(t)\rangle = 0$ on that trajectory, which does not force $[H,A] = 0$; an eigenstate of $H$ keeps every $\langle A\rangle$ fixed. `ehrenfest_matrix` restates the rate formula, norm and energy for a Hermitian matrix acting through `op` on $\mathbb{C}^n$ with the standard inner product, for any finite index type.

## How the proof follows the derivation

In `ehrenfest_time_dependent`, `h1` views $A(s)$ as real-linear, because time is a real variable. Then `h2` is step 1, `h3` is step 2, and the `simp only` call does step 3, with `Complex.conj_I` for the sign and `hs` for moving $H$; `ring` collects terms. `ehrenfest` inserts a constant family with $A' = 0$. `expect_const_of_comm_eq_zero` is step 4 through `is_const_of_deriv_eq_zero`, and `norm_const` and `energy_moment_const` are step 5. In `schrodinger_propagator`, `hg` is the complex derivative and `HasDerivAt.scomp` the chain rule of step 6. For step 7, `key` equates two expressions for one derivative by `h1.unique h2`, uses `h4` for $e^{0}x = x$, and cancels $i$; `inner_map_self_eq_zero` supplies the polarisation argument. In the matrix theorem, `hsa` and `hc` carry Hermiticity and the commutator through `op`.

## Reach and limits

The theorems concern exact solutions in continuous time and exact arithmetic. They give no bound on the drift of an integrator, and constant norm and energy in a run do not show that the trajectory is accurate.

Both $H$ and $A$ are bounded. The position and momentum operators of the continuum, for which Ehrenfest's name is attached to Newton-like equations for mean values, are unbounded and fall outside the hypotheses. Their grid or basis matrices fall inside, but with their own matrix commutators, which differ from the canonical ones.

The conservation theorems in the file assume one fixed self-adjoint $H$, so absorbing potentials, driven systems and mean-field Hamiltonians that depend on $v$ lie outside their hypotheses. The norm is still conserved whenever $H(t)$ is self-adjoint at every time, by the pointwise theorem with $A = 1$, though the file does not state this. The pointwise theorem still applies at each instant to a self-adjoint $H(t)$; with $A(s) = H(s)$ differentiable the commutator vanishes and the rate of $\langle v, Hv\rangle$ is $\langle v, H'v\rangle$. Coefficient vectors in a non-orthogonal basis carry an overlap matrix and are not described by `ehrenfest_matrix`. Uniqueness of solutions is neither stated nor used.

## Two solutions at once

Steps 2 and 3 never use that the bra and the ket are the same vector. For two solutions $u$ and $v$ of the same equation and constant $A$, they give $\frac{d}{dt}\langle u, Av\rangle = i\langle u, [H,A]v\rangle$, a variant that the file does not contain. With $A = 1$ the overlap $\langle u, v\rangle$ is constant, so non-interacting orbitals propagated by one common Hermitian matrix stay orthonormal under the exact flow.
